# For positive gaps, a positive (T) correction needs a singles part that outweighs the connected part

Take one triple excitation with gap $D=1$ and connected part $W=1$. If the singles part is $V$, its (T) energy is $-W(W+V)/D=-(1+V)$. This is negative at $V=0$, zero at $V=-1$ and positive only for $V<-1$: the singles part must oppose the connected part and exceed it in size. At $V=-2$ the energy is $1=V^2/(4D)$.

For finitely many excitations $i$ with real $W_i,V_i$ and gaps $D_i>0$, define

$$E=-\sum_i \frac{W_i(W_i+V_i)}{D_i},\qquad N(X)=\sum_i\frac{X_i^2}{D_i}.$$

Then $E\le N(V)/4$, with equality exactly when $V_i=-2W_i$ for every $i$. If $N(V)<N(W)$, then $E<0$; if $E>0$, then $N(V)>N(W)$.

## The sign in a CCSD(T) calculation

After the CCSD iterations, a spin-orbital code loops over triples. It builds $W$ from doubles amplitudes and two-electron integrals, and $V$ from singles amplitudes and integrals. It then adds $-W(W+V)/D$ to the energy, with a factor $1/36$ if the label sums are unrestricted. The loop runs whatever the sign of the result; the sign matters when (T) is read as a lowering of the CCSD energy. For real numerators and positive orbital-energy denominators, $N(V)<N(W)$ guarantees that lowering.

Here $D$ is virtual minus occupied energies, whereas many codes store the opposite sign. Some closed-shell codes also use $V$ for a quantity that already includes $W$.

## Two ways to complete the square

Since $(W_i+V_i/2)^2=W_i^2+W_iV_i+V_i^2/4$, dividing by $D_i$ and summing gives

$$E=\tfrac14N(V)-N(W+V/2).$$

Every term of $N$ is nonnegative, so $N(X)\ge0$, and $N(X)=0$ only if every $X_i=0$. This gives the bound, with equality exactly when $W_i+V_i/2=0$ for all $i$.

For the sign, $V_i^2-W_i^2-(W_i+V_i)^2=-2W_i(W_i+V_i)$, hence

$$2E=N(V)-N(W)-N(W+V).$$

The last term can only lower $E$, so $N(V)<N(W)$ forces $E<0$, and $E>0$ forces $N(V)>N(W)$.

The threshold is sharp. For $V=-cW$ with $W\ne0$, $E=(c-1)N(W)$, which is positive exactly when $c>1$, while $N(V)=c^2N(W)$ can be as close to $N(W)$ as desired. Large singles are not sufficient, however: $V=2W$ gives $E=-3N(W)$.

For spin orbitals, let excitation $t$ have occupied labels $o_k$ and virtual labels $u_k$, $k=0,1,2$. Its gap $D_t=\sum_k(\varepsilon_{u_k}-\varepsilon_{o_k})$ is a sum of three positive terms if every occupied level lies below every virtual one. The factor $1/36$ turns the bound into $N(V)/144$ and leaves the sign unchanged.

```lean
import Mathlib

open Finset

namespace TriplesCorrectionSign

noncomputable section

variable {ι : Type*} [Fintype ι]

/-- The (T) energy `-∑ W (W + V) / D` with connected part `W`, singles part `V` and
excitation gaps `D`; its domain is `D i ≠ 0` for every excitation `i`. -/
def triplesEnergy (W V D : ι → ℝ) : ℝ := -∑ i, W i * (W i + V i) / D i

/-- The size `∑ X² / D` of a set of triples numerators, weighted by the inverse gaps; its domain is
`D i ≠ 0` for every excitation `i`. -/
def weightedSq (X D : ι → ℝ) : ℝ := ∑ i, X i ^ 2 / D i

/-- For positive gaps the weighted size of any numerators is nonnegative. -/
theorem weightedSq_nonneg {D : ι → ℝ} (hD : ∀ i, 0 < D i) (X : ι → ℝ) :
    0 ≤ weightedSq X D :=
  Finset.sum_nonneg fun i _ => div_nonneg (sq_nonneg (X i)) (hD i).le

/-- For positive gaps the weighted size vanishes exactly when every numerator vanishes. -/
theorem weightedSq_eq_zero_iff {D : ι → ℝ} (hD : ∀ i, 0 < D i) (X : ι → ℝ) :
    weightedSq X D = 0 ↔ ∀ i, X i = 0 := by
  constructor
  · intro h i
    unfold weightedSq at h
    have hi := (Finset.sum_eq_zero_iff_of_nonneg
      (fun j _ => div_nonneg (sq_nonneg (X j)) (hD j).le)).mp h i (Finset.mem_univ i)
    rcases div_eq_zero_iff.mp hi with h1 | h1
    · exact (pow_eq_zero_iff two_ne_zero).mp h1
    · exact absurd h1 (hD i).ne'
  · intro h
    simp [weightedSq, h]

/-- Completing the square: the (T) energy is a quarter of the weighted size of the singles
part, minus the weighted size of `W + V/2`. -/
theorem triplesEnergy_eq_sub_sq (W V D : ι → ℝ) :
    triplesEnergy W V D =
      weightedSq V D / 4 - weightedSq (fun i => W i + V i / 2) D := by
  simp only [triplesEnergy, weightedSq]
  rw [Finset.sum_div, ← Finset.sum_neg_distrib, ← Finset.sum_sub_distrib]
  refine Finset.sum_congr rfl fun i _ => ?_
  ring

/-- Polarization: twice the (T) energy is the weighted size of `V`, minus that of `W`,
minus that of `W + V`. -/
theorem two_mul_triplesEnergy (W V D : ι → ℝ) :
    2 * triplesEnergy W V D =
      weightedSq V D - weightedSq W D - weightedSq (fun i => W i + V i) D := by
  simp only [triplesEnergy, weightedSq]
  rw [← Finset.sum_neg_distrib, Finset.mul_sum, ← Finset.sum_sub_distrib,
    ← Finset.sum_sub_distrib]
  refine Finset.sum_congr rfl fun i _ => ?_
  ring

/-- For positive gaps the (T) energy is at most `∑ V² / (4 D)`, and it reaches this bound
exactly when `V = -2 W` for every excitation. -/
theorem triplesEnergy_le_and_eq_iff {D : ι → ℝ} (hD : ∀ i, 0 < D i) (W V : ι → ℝ) :
    triplesEnergy W V D ≤ weightedSq V D / 4 ∧
      (triplesEnergy W V D = weightedSq V D / 4 ↔ ∀ i, V i = -2 * W i) := by
  have hsq := triplesEnergy_eq_sub_sq W V D
  have hzero := weightedSq_eq_zero_iff hD (fun i => W i + V i / 2)
  refine ⟨by linarith [weightedSq_nonneg hD (fun i => W i + V i / 2)], ?_, ?_⟩
  · -- equality forces the completed square to vanish term by term
    intro h i
    have hi : W i + V i / 2 = 0 := hzero.mp (by linarith) i
    linarith
  · intro h
    have h0 := hzero.mpr (fun i => by
      show W i + V i / 2 = 0
      linarith [h i])
    linarith

/-- For positive gaps the (T) energy is negative whenever the singles part has a smaller
weighted size than the connected part. -/
theorem triplesEnergy_neg {D : ι → ℝ} (hD : ∀ i, 0 < D i) {W V : ι → ℝ}
    (h : weightedSq V D < weightedSq W D) : triplesEnergy W V D < 0 := by
  linarith [two_mul_triplesEnergy W V D, weightedSq_nonneg hD (fun i => W i + V i)]

/-- For positive gaps, a positive (T) energy requires a singles part of larger weighted size
than the connected part. -/
theorem large_singles_of_pos {D : ι → ℝ} (hD : ∀ i, 0 < D i) {W V : ι → ℝ}
    (h : 0 < triplesEnergy W V D) : weightedSq W D < weightedSq V D := by
  linarith [two_mul_triplesEnergy W V D, weightedSq_nonneg hD (fun i => W i + V i)]

/-- For positive gaps and a nonzero connected part `W`, the singles part `V = -c W` makes
the (T) energy positive exactly when `c > 1`. -/
theorem antiparallel_pos_iff {D : ι → ℝ} (hD : ∀ i, 0 < D i) {W : ι → ℝ} (hW : W ≠ 0)
    (c : ℝ) : 0 < triplesEnergy W (fun i => -c * W i) D ↔ 1 < c := by
  have hE : triplesEnergy W (fun i => -c * W i) D = (c - 1) * weightedSq W D := by
    simp only [triplesEnergy, weightedSq]
    rw [Finset.mul_sum, ← Finset.sum_neg_distrib]
    refine Finset.sum_congr rfl fun i _ => ?_
    ring
  have hpos : 0 < weightedSq W D :=
    lt_of_le_of_ne (weightedSq_nonneg hD W)
      (fun h => hW (funext ((weightedSq_eq_zero_iff hD W).mp h.symm)))
  rw [hE, mul_pos_iff_of_pos_right hpos, sub_pos]

variable {O U : Type*} [Fintype O] [Fintype U]

/-- The gap of a triple excitation: the energies of its three virtual spin orbitals minus
those of its three occupied ones. -/
def tripleGap (eo : O → ℝ) (ev : U → ℝ) (t : (Fin 3 → O) × (Fin 3 → U)) : ℝ :=
  ∑ k, (ev (t.2 k) - eo (t.1 k))

/-- The spin-orbital (T) energy, an unrestricted sum over three occupied and three virtual
labels with the factor 1/36; its domain is that no triple gap vanishes. -/
def spinOrbitalT (eo : O → ℝ) (ev : U → ℝ) (W V : (Fin 3 → O) × (Fin 3 → U) → ℝ) : ℝ :=
  1 / 36 * triplesEnergy W V (tripleGap eo ev)

/-- If every occupied spin orbital lies below every virtual one, the spin-orbital (T) energy
is at most `∑ V² / (144 D)`, and it is negative whenever the singles part has a smaller
weighted size than the connected part. -/
theorem spinOrbitalT_sign {eo : O → ℝ} {ev : U → ℝ} (hgap : ∀ i a, eo i < ev a)
    (W V : (Fin 3 → O) × (Fin 3 → U) → ℝ) :
    spinOrbitalT eo ev W V ≤ weightedSq V (tripleGap eo ev) / 144 ∧
      (weightedSq V (tripleGap eo ev) < weightedSq W (tripleGap eo ev) →
        spinOrbitalT eo ev W V < 0) := by
  -- the orbital gap makes every triples denominator positive
  have hD : ∀ t, 0 < tripleGap eo ev t := fun t =>
    Finset.sum_pos (fun k _ => sub_pos.mpr (hgap (t.1 k) (t.2 k))) Finset.univ_nonempty
  unfold spinOrbitalT
  refine ⟨?_, fun h => ?_⟩
  · linarith [(triplesEnergy_le_and_eq_iff hD W V).1]
  · linarith [triplesEnergy_neg hD h]

end

end TriplesCorrectionSign
```

```lean
#print axioms TriplesCorrectionSign.large_singles_of_pos
#print axioms TriplesCorrectionSign.antiparallel_pos_iff
#print axioms TriplesCorrectionSign.spinOrbitalT_sign
```

```
'TriplesCorrectionSign.large_singles_of_pos' depends on axioms: [propext, Classical.choice, Quot.sound]
'TriplesCorrectionSign.antiparallel_pos_iff' depends on axioms: [propext, Classical.choice, Quot.sound]
'TriplesCorrectionSign.spinOrbitalT_sign' depends on axioms: [propext, Classical.choice, Quot.sound]
```

## From the Lean theorems to computed numerators

The finite type `ι` labels excitations, `triplesEnergy` is $E$ and `weightedSq` is $N$. The hypothesis `hD` says that all gaps are positive. In `spinOrbitalT_sign` it is derived from `hgap`, the separation of occupied and virtual levels; that theorem carries over the bound and the negativity criterion, but not the equality case. Its labels may repeat, and no antisymmetry is assumed.

The two identities are `triplesEnergy_eq_sub_sq` and `two_mul_triplesEnergy`: each proof merges the sums, and `ring` checks the algebra for one excitation. `weightedSq_nonneg` and `weightedSq_eq_zero_iff` supply the facts about $N$. From these, `linarith` obtains the bound with its equality case, `triplesEnergy_neg` and `large_singles_of_pos`. `antiparallel_pos_iff` factors out $c-1$ and uses $N(W)>0$.

Nonzero gaps alone are not enough. One excitation with $D=-1$, $W=1$, $V=2$ has $N(V)=-4<N(W)=-1$, yet $E=3$, which violates both the bound and the sign criterion. A triple gap is negative when its three occupied energies sum to more than its three virtual ones.

$W$ and $V$ are arbitrary real functions in the theorems. Identifying them with the numerators built from converged CCSD amplitudes is the step left to the user. Complex orbitals and the extra terms of non-canonical orbitals would need a different formula.
